# A velocity Verlet step across a force jump can change the energy at first order in the time step

Suppose a simulation cuts off a force abruptly and its energy jumps when particles cross the cutoff. For a smooth force, the velocity Verlet energy error per step is of third order in the time step \(h\), so halving \(h\) should shrink the jumps about eightfold. At a force jump this estimate can fail: for one particle on a piecewise linear potential, starting at the kink and moving across it, with the force at the kink taken from the side it leaves, halving a small \(h\) only roughly halves the energy change of that step.

In Lean 4 with Mathlib:

```lean
import Mathlib

open Filter Topology Asymptotics

namespace VerletForceJump

noncomputable section
```

## One particle, two slopes

The particle has unit mass, position \(q\) and momentum \(p\). Its potential \(V\) is continuous, with slope \(a\) for \(q\le 0\) and \(b\) for \(q>0\).

```lean
/-- Potential equal to `a * q` for `q ≤ 0` and to `b * q` for `q > 0`. -/
def kinkPotential (a b q : ℝ) : ℝ := if 0 < q then b * q else a * q
```

The force \(F\) is \(-a\) or \(-b\). At \(q=0\) it takes the left value, by convention.

```lean
/-- Force equal to `-a` for `q ≤ 0` and to `-b` for `q > 0`. -/
def kinkForce (a b q : ℝ) : ℝ := if 0 < q then -b else -a
```

In code, a step is a half kick, a drift, a new force evaluation and a second half kick:

\[
q'=q+h\left(p+\tfrac h2F(q)\right),\qquad p'=p+\tfrac h2F(q)+\tfrac h2F(q').
\]

```lean
/-- Position after one velocity Verlet step of length `h` at unit mass. -/
def verletPosition (F : ℝ → ℝ) (h q p : ℝ) : ℝ := q + h * (p + h / 2 * F q)

/-- Momentum after one velocity Verlet step of length `h` at unit mass. -/
def verletMomentum (F : ℝ → ℝ) (h q p : ℝ) : ℝ :=
  p + h / 2 * F q + h / 2 * F (verletPosition F h q p)
```

The energy is \(E=p^2/2+V(q)\), and \(\Delta E\) is its value after the step minus its value before.

```lean
/-- Total energy of a particle of unit mass in the potential `V`. -/
def energy (V : ℝ → ℝ) (q p : ℝ) : ℝ := p ^ 2 / 2 + V q

/-- Energy after one velocity Verlet step minus the energy before it. -/
def energyChange (V F : ℝ → ℝ) (h q p : ℝ) : ℝ :=
  energy V (verletPosition F h q p) (verletMomentum F h q p) - energy V q p
```

All quantities are real numbers, so there is no rounding. The model describes a potential shifted to be continuous at the cutoff, with its slope taken as constant on each side. Curvature, many particles and a jump in the potential itself are not covered.

## Away from the kink: \(q\neq0\)

`energyChange` takes `V` and `F` as separate arguments, so their relation needs its own theorem. Physically, \(q\ne0\) means that the particle has a well-defined slope beneath it. By hand, one differentiates \(aq\) or \(bq\). The proof does the same, using the fact that the potential agrees with one linear function near \(q\). At \(q=0\) with \(a=0\), \(b=1\), the one-sided slopes are 0 and 1, and no derivative exists.

```lean
/-- Away from the kink, the force is minus the derivative of the potential. -/
theorem hasDerivAt_kinkPotential (a b q : ℝ) (hq : q ≠ 0) :
    HasDerivAt (kinkPotential a b) (-kinkForce a b q) q := by
  have hlin : ∀ c : ℝ, HasDerivAt (fun x : ℝ => c * x) c q := fun c =>
    ((hasDerivAt_id' q).const_mul c).congr_deriv (mul_one c)
  rcases lt_or_gt_of_ne hq with hneg | hpos
  · have hF : kinkForce a b q = -a := if_neg (not_lt.mpr hneg.le)
    rw [hF, neg_neg]
    refine (hlin a).congr_of_eventuallyEq ?_
    filter_upwards [Iio_mem_nhds hneg] with x hx
    exact if_neg (not_lt.mpr (Set.mem_Iio.mp hx).le)
  · have hF : kinkForce a b q = -b := if_pos hpos
    rw [hF, neg_neg]
    refine (hlin b).congr_of_eventuallyEq ?_
    filter_upwards [Ioi_mem_nhds hpos] with x hx
    exact if_pos (Set.mem_Ioi.mp hx)
```

## Both endpoints on one side

The hypothesis `hside` says that \(q\) and \(q'\) are both positive or both nonpositive, so the two half kicks use the same slope \(c\). Then \(q'=q+hp-ch^2/2\) and \(p'=p-ch\), and

\[
\Delta E=\left(-chp+\tfrac{c^2h^2}{2}\right)+c\left(hp-\tfrac{ch^2}{2}\right)=0.
\]

The proof treats the two sides separately, inserts the force and potential values, and lets `ring` do this cancellation. Without the hypothesis the result fails: \(a=0\), \(b=h=p=1\), \(q=0\) gives \(\Delta E=5/8\).

```lean
/-- A velocity Verlet step that starts and ends on the same side of the kink
conserves the energy exactly. -/
theorem energyChange_same_side (a b h q p : ℝ)
    (hside : 0 < q ↔ 0 < verletPosition (kinkForce a b) h q p) :
    energyChange (kinkPotential a b) (kinkForce a b) h q p = 0 := by
  by_cases hq : 0 < q
  · have hc := hside.mp hq
    have hF : kinkForce a b q = -b := if_pos hq
    have hV : kinkPotential a b q = b * q := if_pos hq
    have hF' : kinkForce a b (verletPosition (kinkForce a b) h q p) = -b := if_pos hc
    have hV' : kinkPotential a b (verletPosition (kinkForce a b) h q p)
        = b * verletPosition (kinkForce a b) h q p := if_pos hc
    unfold energyChange energy verletMomentum
    rw [hF', hV', hV, hF]
    unfold verletPosition
    rw [hF]
    ring
  · have hc : ¬ 0 < verletPosition (kinkForce a b) h q p := fun h' => hq (hside.mpr h')
    have hF : kinkForce a b q = -a := if_neg hq
    have hV : kinkPotential a b q = a * q := if_neg hq
    have hF' : kinkForce a b (verletPosition (kinkForce a b) h q p) = -a := if_neg hc
    have hV' : kinkPotential a b (verletPosition (kinkForce a b) h q p)
        = a * verletPosition (kinkForce a b) h q p := if_neg hc
    unfold energyChange energy verletMomentum
    rw [hF', hV', hV, hF]
    unfold verletPosition
    rw [hF]
    ring
```

## A start at \(q\le0\) and an end at \(q'>0\)

These two conditions describe a crossing from left to right. They fix the first half kick at slope \(a\) and the second at slope \(b\), so

\[
q'=q+hp-\tfrac{ah^2}{2},\qquad p'=p-\tfrac{(a+b)h}{2}.
\]

The kinetic and potential changes are

\[
-\tfrac{(a+b)hp}{2}+\tfrac{(a+b)^2h^2}{8},\qquad
(b-a)q+bhp-\tfrac{abh^2}{2}.
\]

Since \((a+b)^2-4ab=(b-a)^2\), they add up to

\[
\Delta E=(b-a)\left(q+\tfrac{hp}{2}\right)+\tfrac{(b-a)^2h^2}{8}.
\]

In the proof, `hq` selects the left values, `hc` selects the right ones, and `ring` expands the result. Both conditions matter. Take \(a=0\), \(b=h=p=1\). From \(q=-2\) the particle only reaches \(-1\), and from \(q=1\) it stays on the right. Both energy changes are zero, while the formula would give \(-11/8\) and \(13/8\).

```lean
/-- Energy change of a velocity Verlet step that crosses the kink from `q ≤ 0` to a
positive position, in terms of the jump `b - a` of the slope. -/
theorem energyChange_crossing (a b h q p : ℝ) (hq : q ≤ 0)
    (hc : 0 < verletPosition (kinkForce a b) h q p) :
    energyChange (kinkPotential a b) (kinkForce a b) h q p
      = (b - a) * (q + h * p / 2) + (b - a) ^ 2 * h ^ 2 / 8 := by
  -- the first half kick uses the left force, the second one the right force
  have hF : kinkForce a b q = -a := if_neg (not_lt.mpr hq)
  have hV : kinkPotential a b q = a * q := if_neg (not_lt.mpr hq)
  have hF' : kinkForce a b (verletPosition (kinkForce a b) h q p) = -b := if_pos hc
  have hV' : kinkPotential a b (verletPosition (kinkForce a b) h q p)
      = b * verletPosition (kinkForce a b) h q p := if_pos hc
  unfold energyChange energy verletMomentum
  rw [hF', hV', hV, hF]
  unfold verletPosition
  rw [hF]
  ring
```

## Starting within one drift of the kink: \(-hp<q\le0\)

If the left side is force-free, \(a=0\), the particle drifts to \(q'=q+hp\), and the lower bound says exactly that it crosses. The proof derives \(q'>0\) from `hl` and applies the crossing formula. The start at \(q=-2\) above violates this bound.

```lean
/-- Energy change of a step from the force-free side onto a ramp of slope `b`, for a
starting position in `(-hp, 0]`. -/
theorem energyChange_ramp (b h q p : ℝ) (hl : -(h * p) < q) (hq : q ≤ 0) :
    energyChange (kinkPotential 0 b) (kinkForce 0 b) h q p
      = b * (q + h * p / 2) + b ^ 2 * h ^ 2 / 8 := by
  have hF : kinkForce 0 b q = -0 := if_neg (not_lt.mpr hq)
  have hc : 0 < verletPosition (kinkForce 0 b) h q p := by
    unfold verletPosition
    rw [hF, neg_zero, mul_zero, add_zero]
    linarith
  rw [energyChange_crossing 0 b h q p hq hc]
  ring
```

Setting \(b=1\) gives the potential \(\max(q,0)\) and

\[
\Delta E=q+\tfrac{hp}{2}+\tfrac{h^2}{8}.
\]

The proof identifies the potential and force with `kinkPotential 0 1` and `kinkForce 0 1`. Positivity of \(h\) and \(p\) separately is not required: the bounds already force \(hp>0\).

```lean
/-- For the potential `max(q, 0)` with force `-1` for `q > 0` and `0` otherwise, a velocity
Verlet step from `q` in `(-hp, 0]` changes the energy by `q + hp/2 + h²/8`. -/
theorem energyChange_unit_ramp (h q p : ℝ) (hl : -(h * p) < q) (hq : q ≤ 0) :
    energyChange (fun x => max x 0) (fun x => if 0 < x then -1 else 0) h q p
      = q + h * p / 2 + h ^ 2 / 8 := by
  have hV : (fun x : ℝ => max x 0) = kinkPotential 0 1 := by
    funext x
    unfold kinkPotential
    split_ifs with hx
    · rw [max_eq_left hx.le, one_mul]
    · rw [max_eq_right (not_lt.mp hx), zero_mul]
  have hF : (fun x : ℝ => if 0 < x then (-1 : ℝ) else 0) = kinkForce 0 1 := by
    funext x
    simp [kinkForce]
  rw [hV, hF, energyChange_ramp 1 h q p hl hq]
  ring
```

## Moving right from the kink: \(p>0\)

Start at \(q=0\), where the force has the left value \(-a\) by convention. Then \(q'=h(p-ah/2)\), which is positive for all sufficiently small \(h>0\) because \(p>0\). For such steps

\[
\frac{\Delta E}{h}=\frac{(b-a)p}{2}+\frac{(b-a)^2h}{8}\longrightarrow\frac{(b-a)p}{2}\qquad(h\to0^+).
\]

In the proof, `hev` expresses that short steps cross, and `hlim` is the limit of the right-hand side. If \(p<0\), short steps stay on the left and the quotient tends to zero instead. The convention matters for this start: with the right value \(-b\) at \(q=0\), short steps with \(p>0\) would use slope \(b\) twice and conserve the energy. It does not matter for a start at \(q=-hp/4\), where the crossing formula gives \((b-a)hp/4\) to leading order, again a first-order change if \(a\neq b\).

```lean
/-- For a start at the kink with momentum `p > 0`, the energy change divided by the time
step tends to `(b - a) p / 2` as the time step tends to zero from above. -/
theorem tendsto_energyChange_div (a b p : ℝ) (hp : 0 < p) :
    Tendsto (fun h => energyChange (kinkPotential a b) (kinkForce a b) h 0 p / h)
      (𝓝[>] 0) (𝓝 ((b - a) * p / 2)) := by
  have hlim : Tendsto (fun h : ℝ => (b - a) * p / 2 + (b - a) ^ 2 * h / 8)
      (𝓝[>] 0) (𝓝 ((b - a) * p / 2)) := by
    have hcont : Continuous (fun h : ℝ => (b - a) * p / 2 + (b - a) ^ 2 * h / 8) := by
      fun_prop
    have h0 := hcont.tendsto 0
    simp only [mul_zero, zero_div, add_zero] at h0
    exact h0.mono_left nhdsWithin_le_nhds
  -- for short steps the particle does cross the kink
  have hopen : IsOpen {h : ℝ | 0 < p - a * h / 2} :=
    isOpen_lt (by fun_prop) (by fun_prop)
  have hev : ∀ᶠ h in 𝓝[>] (0 : ℝ), 0 < p - a * h / 2 :=
    nhdsWithin_le_nhds (hopen.mem_nhds (by simpa using hp))
  refine hlim.congr' ?_
  filter_upwards [hev, self_mem_nhdsWithin] with h hpos hh
  have hh' : 0 < h := hh
  have hF : kinkForce a b 0 = -a := if_neg (lt_irrefl 0)
  have hc : 0 < verletPosition (kinkForce a b) h 0 p := by
    unfold verletPosition
    rw [hF]
    nlinarith [mul_pos hh' hpos]
  rw [energyChange_crossing a b h 0 p le_rfl hc, eq_div_iff hh'.ne']
  ring
```

## A genuine jump: \(a\ne b\)

An energy change of order \(h^2\) would vanish after division by \(h\). The limit just found is nonzero when \(a\neq b\) and \(p>0\), so uniqueness of limits rules that order out. The proof follows this argument by contradiction, with `=O[𝓝[>] 0]` expressing the order as \(h\) tends to zero from above. If \(a=b\), there is no jump and every step conserves the energy.

```lean
/-- If the force jumps at the kink, the energy change of a step that starts there with
momentum `p > 0` is not of order `h²`. -/
theorem energyChange_not_isBigO_sq (a b p : ℝ) (hab : a ≠ b) (hp : 0 < p) :
    ¬ (fun h => energyChange (kinkPotential a b) (kinkForce a b) h 0 p)
      =O[𝓝[>] 0] (fun h : ℝ => h ^ 2) := by
  intro hO
  have hsq : (fun h : ℝ => h ^ 2) =o[𝓝[>] 0] (fun h : ℝ => h) :=
    (isLittleO_pow_id one_lt_two).mono nhdsWithin_le_nhds
  -- an error of order h² would vanish after division by h
  have hzero := (hO.trans_isLittleO hsq).tendsto_div_nhds_zero
  have heq := tendsto_nhds_unique (tendsto_energyChange_div a b p hp) hzero
  exact div_ne_zero (mul_ne_zero (sub_ne_zero.mpr hab.symm) hp.ne') two_ne_zero heq
```

## Averaging over crossings: \(h>0\) and \(p>0\)

These hypotheses give the interval of starting positions from \(-hp\) to \(0\) a positive length. With \(a=0\), the mean of \(q\) over it is \(-hp/2\), so the first-order term cancels:

\[
\frac1{hp}\int_{-hp}^{0}\left[b\left(q+\tfrac{hp}{2}\right)+\tfrac{b^2h^2}{8}\right]dq=\frac{b^2h^2}{8}.
\]

The proof replaces the integrand by the ramp formula, integrates with an explicit antiderivative, and divides by \(hp\), using `hhp`. At \(p=0\) the interval has no length and there is nothing to average.

```lean
/-- Averaged uniformly over starting positions between `-hp` and `0`, the energy change of a step
from the force-free side towards a ramp of slope `b` is `b²h²/8`, for `h > 0` and fixed momentum `p
> 0`. -/
theorem mean_energyChange_ramp (b h p : ℝ) (hh : 0 < h) (hp : 0 < p) :
    (∫ q in (-(h * p))..0, energyChange (kinkPotential 0 b) (kinkForce 0 b) h q p) / (h * p)
      = b ^ 2 * h ^ 2 / 8 := by
  have hhp : 0 < h * p := mul_pos hh hp
  have hcongr : (∫ q in (-(h * p))..0,
        energyChange (kinkPotential 0 b) (kinkForce 0 b) h q p)
      = ∫ q in (-(h * p))..0, (b * q + (b * (h * p / 2) + b ^ 2 * h ^ 2 / 8)) := by
    refine intervalIntegral.integral_congr_ae (Eventually.of_forall fun q hq => ?_)
    rw [Set.uIoc_of_le (by linarith)] at hq
    rw [energyChange_ramp b h q p hq.1 hq.2]
    ring
  have hd : ∀ x ∈ Set.uIcc (-(h * p)) 0,
      HasDerivAt (fun q : ℝ => b / 2 * (q * q) + (b * (h * p / 2) + b ^ 2 * h ^ 2 / 8) * q)
        (b * x + (b * (h * p / 2) + b ^ 2 * h ^ 2 / 8)) x := by
    intro x _
    have h1 := (((hasDerivAt_id' x).fun_mul (hasDerivAt_id' x)).const_mul (b / 2)).fun_add
      ((hasDerivAt_id' x).const_mul (b * (h * p / 2) + b ^ 2 * h ^ 2 / 8))
    exact h1.congr_deriv (by ring)
  have hint : (∫ q in (-(h * p))..0, (b * q + (b * (h * p / 2) + b ^ 2 * h ^ 2 / 8)))
      = h * p * (b ^ 2 * h ^ 2 / 8) := by
    rw [intervalIntegral.integral_eq_sub_of_hasDerivAt hd
      (Continuous.intervalIntegrable (by fun_prop) _ _)]
    ring
  rw [hcongr, hint, mul_div_cancel_left₀ _ hhp.ne']

end

end VerletForceJump
```

The average assumes a uniform distribution of starting positions at fixed momentum. For this one-dimensional ramp, a small mean energy change can therefore hide first-order changes in individual crossings.

```lean
#print axioms VerletForceJump.energyChange_same_side
#print axioms VerletForceJump.energyChange_unit_ramp
#print axioms VerletForceJump.energyChange_not_isBigO_sq
#print axioms VerletForceJump.mean_energyChange_ramp
```

```
'VerletForceJump.energyChange_same_side' depends on axioms: [propext, Classical.choice, Quot.sound]
'VerletForceJump.energyChange_unit_ramp' depends on axioms: [propext, Classical.choice, Quot.sound]
'VerletForceJump.energyChange_not_isBigO_sq' depends on axioms: [propext, Classical.choice, Quot.sound]
'VerletForceJump.mean_energyChange_ramp' depends on axioms: [propext, Classical.choice, Quot.sound]
```
